# A finite Metropolis chain with a symmetric connected proposal and a nonconstant target is not periodic

A single spin is simulated by always proposing to flip it. In zero field both orientations have equal energy, every flip is accepted, and the spin alternates forever: started up, its distribution never settles. In a field at finite temperature, some flips are rejected. Does that suffice to stop the alternation, and does it do so for larger finite systems?

## The chain and its eigenfunctions

Let X be a finite set of states.

```lean
import Mathlib

open Finset

namespace MetropolisAperiodicity

noncomputable section

variable {X : Type*} [Fintype X]
```

The proposal q(x,y) is nonnegative and symmetric, and its rows sum to 1. Moves with q(x,y) > 0 are called allowed. `Relation.EqvGen` says that they connect all states when read as undirected links.

```lean
/-- A symmetric row-stochastic proposal whose allowed moves, taken as undirected links,
connect all states. -/
structure IsSymmetricProposal (q : X → X → ℝ) : Prop where
  nonneg : ∀ x y, 0 ≤ q x y
  row_sum : ∀ x, ∑ y, q x y = 1
  symm : ∀ x y, q x y = q y x
  connected : ∀ x y, Relation.EqvGen (fun a b => 0 < q a b) x y
```

The target p is a positive weight, for instance a Boltzmann factor. It need not be normalised, since only ratios enter the acceptance probability

A(x,y) = min(1, p(y)/p(x)).

```lean
/-- The Metropolis probability of accepting a proposed move from `x` to `y`. -/
def accept (p : X → ℝ) (x y : X) : ℝ := min 1 (p y / p x)
```

The Metropolis kernel is

P(x,y) = q(x,y) A(x,y) + δ(x,y) R(x), R(x) = Σ_z q(x,z) (1 − A(x,z)).

In code, R(x) is the probability of the branch where the random number exceeds A: the state stays put and is counted again in the averages. If rejections occur and these repeats are omitted, the recorded states follow a different chain, in which R is removed and each row is rescaled to sum to 1.

```lean
/-- The Metropolis kernel: accepted proposals, with all rejected mass put on the diagonal. -/
def metropolis [DecidableEq X] (q : X → X → ℝ) (p : X → ℝ) (x y : X) : ℝ :=
  q x y * accept p x y + if x = y then ∑ z, q x z * (1 - accept p x z) else 0
```

An eigenfunction is a nonzero complex f with Σ_y P(x,y) f(y) = z f(x). Here z is a complex number, the eigenvalue; in the sum R(x) the same letter labels a state. An eigenvalue z = −1 means an observable whose expectation changes sign at every step, without damping.

```lean
/-- `f` is a nonzero complex function which the kernel `K` multiplies by `z`. -/
def IsEigenfunction (K : X → X → ℝ) (z : ℂ) (f : X → ℂ) : Prop :=
  f ≠ 0 ∧ ∀ x, ∑ y, (K x y : ℂ) * f y = z * f x
```

## (a) Equality in a weighted average

Let the weights w(y) ≥ 0 sum to 1, let c = Σ_y w(y) f(y), and let |f(y)| ≤ |c| for all y. Show that f(y) = c wherever w(y) > 0.

Expand the variance:

Σ_y w(y) |f(y) − c|² = Σ_y w(y) |f(y)|² − |c|² ≤ 0.

Every term is nonnegative, so every term vanishes. Lean writes |·|² as `Complex.normSq` and expands it in real and imaginary parts (`hre`, `him`).

```lean
/-- If a weighted average of complex numbers is at least as large in modulus as each of them,
then every number of positive weight equals the average. -/
theorem eq_average_of_extremal {w : X → ℝ} {f : X → ℂ} {c : ℂ}
    (hw : ∀ y, 0 ≤ w y) (h1 : ∑ y, w y = 1) (hc : ∑ y, (w y : ℂ) * f y = c)
    (hM : ∀ y, Complex.normSq (f y) ≤ Complex.normSq c) {y : X} (hy : 0 < w y) :
    f y = c := by
  have hre : ∑ y, w y * (f y).re = c.re := by
    rw [← hc, Complex.re_sum]
    exact Finset.sum_congr rfl fun y _ => by simp
  have him : ∑ y, w y * (f y).im = c.im := by
    rw [← hc, Complex.im_sum]
    exact Finset.sum_congr rfl fun y _ => by simp
  have hS : ∑ y, w y * Complex.normSq (f y) ≤ Complex.normSq c := by
    calc ∑ y, w y * Complex.normSq (f y) ≤ ∑ y, w y * Complex.normSq c :=
          Finset.sum_le_sum fun y _ => mul_le_mul_of_nonneg_left (hM y) (hw y)
      _ = Complex.normSq c := by rw [← Finset.sum_mul, h1, one_mul]
  -- the variance about the average cannot be positive
  have hvar : ∑ y, w y * Complex.normSq (f y - c) ≤ 0 := by
    have e : ∑ y, w y * Complex.normSq (f y - c) =
        ∑ y, (w y * Complex.normSq (f y) - 2 * c.re * (w y * (f y).re)
          - 2 * c.im * (w y * (f y).im) + Complex.normSq c * w y) := by
      refine Finset.sum_congr rfl fun y _ => ?_
      simp only [Complex.normSq_apply, Complex.sub_re, Complex.sub_im]
      ring
    rw [e, Finset.sum_add_distrib, Finset.sum_sub_distrib, Finset.sum_sub_distrib,
      ← Finset.mul_sum, ← Finset.mul_sum, ← Finset.mul_sum, hre, him, h1]
    linarith [Complex.normSq_apply c]
  have hterm : w y * Complex.normSq (f y - c) ≤ ∑ y, w y * Complex.normSq (f y - c) :=
    Finset.single_le_sum (f := fun y => w y * Complex.normSq (f y - c))
      (fun i _ => mul_nonneg (hw i) (Complex.normSq_nonneg _)) (Finset.mem_univ y)
  by_contra h
  have := mul_pos hy (Complex.normSq_pos.2 (sub_ne_zero.2 h))
  linarith
```

## (b) One holding state fixes the unit eigenvalue

Let K be a stochastic kernel with directed paths between all states and K(s,s) > 0 for some s. Show that an eigenvalue z with |z| = 1 equals 1.

Let |f| be maximal at m. If |f(a)| = |f(m)|, the average of f with weights K(a,·) is z f(a), which has maximal modulus. By (a),

f(b) = z f(a) whenever K(a,b) > 0.

This is `step`. Following paths from m, |f| is constant (`hall`), and nonzero because f ≠ 0. At s we get f(s) = z f(s), so z = 1.

```lean
/-- In a stochastic kernel that leads from every state to every other and has a state with positive
holding probability, every eigenvalue of modulus one equals 1. -/
theorem unit_eigenvalue_eq_one {K : X → X → ℝ} (h0 : ∀ x y, 0 ≤ K x y)
    (h1 : ∀ x, ∑ y, K x y = 1)
    (hconn : ∀ x y, Relation.ReflTransGen (fun a b => 0 < K a b) x y)
    {s : X} (hs : 0 < K s s) {z : ℂ} {f : X → ℂ} (hz : ‖z‖ = 1)
    (hf : IsEigenfunction K z f) : z = 1 := by
  obtain ⟨m, -, hm⟩ := Finset.exists_max_image Finset.univ
    (fun x => Complex.normSq (f x)) ⟨s, Finset.mem_univ s⟩
  have hzN : Complex.normSq z = 1 := by
    rw [Complex.normSq_eq_norm_sq, hz]; norm_num
  -- from a state of maximal modulus, each allowed move multiplies `f` by `z`
  have step : ∀ a b, Complex.normSq (f a) = Complex.normSq (f m) → 0 < K a b →
      f b = z * f a := fun a b ha hab =>
    eq_average_of_extremal (h0 a) (h1 a) (hf.2 a)
      (fun y => by
        rw [map_mul, hzN, one_mul, ha]
        exact hm y (Finset.mem_univ y)) hab
  -- hence the modulus is maximal everywhere
  have hall : ∀ x, Complex.normSq (f x) = Complex.normSq (f m) := by
    intro x
    have h := hconn m x
    induction h with
    | refl => rfl
    | tail _ hbc ih => rw [step _ _ ih hbc, map_mul, hzN, one_mul, ih]
  have hfs : f s ≠ 0 := by
    intro h
    apply hf.1
    funext y
    have hy : Complex.normSq (f y) = 0 := by rw [hall y, ← hall s, h, map_zero]
    exact Complex.normSq_eq_zero.1 hy
  have e := step s s (hall s) hs
  exact mul_right_cancel₀ hfs (by rw [one_mul]; exact e.symm)
```

## (c) Undirected links give directed paths

Show that allowed moves lead from any state to any other.

Since q(x,y) = q(y,x), each link can be traversed both ways. The induction carries paths in both directions, so reversing a link merely swaps them.

```lean
/-- Under a symmetric connected proposal every state can be reached from every other by
allowed moves. -/
theorem IsSymmetricProposal.reachable {q : X → X → ℝ} (hq : IsSymmetricProposal q) (x y : X) :
    Relation.ReflTransGen (fun a b => 0 < q a b) x y := by
  have key : Relation.ReflTransGen (fun a b => 0 < q a b) x y ∧
      Relation.ReflTransGen (fun a b => 0 < q a b) y x := by
    have h := hq.connected x y
    induction h with
    | rel a b h =>
      exact ⟨.single h, .single (by rw [hq.symm b a]; exact h)⟩
    | refl a => exact ⟨.refl, .refl⟩
    | symm a b _ ih => exact ⟨ih.2, ih.1⟩
    | trans a b c _ _ ih1 ih2 => exact ⟨ih1.1.trans ih2.1, ih2.2.trans ih1.2⟩
  exact key.1
```

## (d) Accepted moves bound the kernel from below

Show that P(x,y) ≥ q(x,y) A(x,y).

The remaining term is zero or R(x), and R(x) ≥ 0 because A ≤ 1.

```lean
variable [DecidableEq X]

/-- The Metropolis transition probability is at least the probability of proposing and
accepting the move. -/
theorem accepted_le_metropolis {q : X → X → ℝ} (hq : IsSymmetricProposal q) (p : X → ℝ)
    (x y : X) : q x y * accept p x y ≤ metropolis q p x y := by
  have h : 0 ≤ ∑ z, q x z * (1 - accept p x z) :=
    Finset.sum_nonneg fun z _ => mul_nonneg (hq.nonneg x z)
      (sub_nonneg.2 (min_le_left _ _))
  unfold metropolis
  split_ifs <;> linarith
```

## (e) A proposal that lowers the target forces holding

Show that P(a,a) ≥ q(a,b) (1 − p(b)/p(a)).

Keep only the term z = b of R(a) and use A(a,b) ≤ p(b)/p(a). The other contributions to P(a,a) are nonnegative.

```lean
/-- The holding probability at `a` is at least the probability of proposing `b` times the
relative drop of the target from `a` to `b`. -/
theorem holding_lower_bound {q : X → X → ℝ} (hq : IsSymmetricProposal q) {p : X → ℝ}
    (hp : ∀ x, 0 < p x) (a b : X) :
    q a b * (1 - p b / p a) ≤ metropolis q p a a := by
  have h1 : q a b * (1 - p b / p a) ≤ q a b * (1 - accept p a b) :=
    mul_le_mul_of_nonneg_left (sub_le_sub_left (min_le_right _ _) 1) (hq.nonneg a b)
  have h2 : q a b * (1 - accept p a b) ≤ ∑ z, q a z * (1 - accept p a z) :=
    Finset.single_le_sum (f := fun z => q a z * (1 - accept p a z))
      (fun z _ => mul_nonneg (hq.nonneg a z) (sub_nonneg.2 (min_le_left _ _)))
      (Finset.mem_univ b)
  have h3 : 0 ≤ q a a * accept p a a :=
    mul_nonneg (hq.nonneg a a) (le_min zero_le_one (div_pos (hp a) (hp a)).le)
  simp only [metropolis, if_true]
  linarith
```

## (f) A nonconstant target has a holding state

Show that P(x,x) > 0 for some x.

If no allowed move lowered p, then p(x) ≤ p(y) along any path from x to y. Paths exist both ways, so p would be constant. Hence some allowed move a → b has p(b) < p(a), and (e) gives P(a,a) > 0.

```lean
/-- For a positive nonconstant target some state has positive holding probability. -/
theorem exists_holding_state {q : X → X → ℝ} (hq : IsSymmetricProposal q) {p : X → ℝ}
    (hp : ∀ x, 0 < p x) (hne : ∃ x y, p x ≠ p y) : ∃ x, 0 < metropolis q p x x := by
  -- some allowed move lowers the target
  have hdown : ∃ a b, 0 < q a b ∧ p b < p a := by
    by_contra hno
    have hmono : ∀ x y, p x ≤ p y := by
      intro x y
      have h := hq.reachable x y
      induction h with
      | refl => exact le_rfl
      | tail _ hbc ih => exact ih.trans (not_lt.1 fun hlt => hno ⟨_, _, hbc, hlt⟩)
    obtain ⟨x, y, hxy⟩ := hne
    exact hxy (le_antisymm (hmono x y) (hmono y x))
  obtain ⟨a, b, hab, hlt⟩ := hdown
  have hr : p b / p a < 1 := (div_lt_one (hp a)).2 hlt
  exact ⟨a, (mul_pos hab (sub_pos.2 hr)).trans_le (holding_lower_bound hq hp a b)⟩
```

## (g) The Metropolis kernel has no eigenvalue −1

Combine the parts for a positive nonconstant p.

The rows of P sum to 1, because accepted and rejected mass add up to Σ_y q(x,y). Since A > 0, (d) makes every allowed move possible under P, so (c) supplies the paths. With the holding state from (f), (b) leaves z = 1 as the only possible eigenvalue of modulus one, which excludes −1.

For Metropolis sampling on a finite state space with a symmetric connected proposal and a positive nonconstant target, this rules out undamped oscillation; it gives no convergence rate.

```lean
/-- For a symmetric connected proposal and a positive nonconstant target, the Metropolis kernel has
a positive holding probability somewhere, every eigenvalue of modulus one equals 1, and -1 is not an
eigenvalue. -/
theorem metropolis_aperiodic {q : X → X → ℝ} (hq : IsSymmetricProposal q) {p : X → ℝ}
    (hp : ∀ x, 0 < p x) (hne : ∃ x y, p x ≠ p y) :
    (∃ x, 0 < metropolis q p x x) ∧
    (∀ z f, ‖z‖ = 1 → IsEigenfunction (metropolis q p) z f → z = 1) ∧
    ∀ f, ¬ IsEigenfunction (metropolis q p) (-1) f := by
  obtain ⟨s, hs⟩ := exists_holding_state hq hp hne
  have hacc : ∀ x y, 0 < accept p x y := fun x y =>
    lt_min zero_lt_one (div_pos (hp y) (hp x))
  have hrow : ∀ x, ∑ y, metropolis q p x y = 1 := by
    intro x
    simp only [metropolis, Finset.sum_add_distrib, Finset.sum_ite_eq, Finset.mem_univ, if_true]
    rw [← Finset.sum_add_distrib]
    exact (Finset.sum_congr rfl fun y _ => by ring).trans (hq.row_sum x)
  have hunit : ∀ z f, ‖z‖ = 1 → IsEigenfunction (metropolis q p) z f → z = 1 :=
    fun z f hz hf => unit_eigenvalue_eq_one
      (fun x y => (mul_nonneg (hq.nonneg x y) (hacc x y).le).trans
        (accepted_le_metropolis hq p x y)) hrow
      (fun x y => Relation.ReflTransGen.mono (fun a b h =>
        (mul_pos h (hacc a b)).trans_le (accepted_le_metropolis hq p a b)) x y
          (hq.reachable x y))
      hs hz hf
  refine ⟨⟨s, hs⟩, hunit, fun f hf => ?_⟩
  have h := hunit (-1) f (by simp) hf
  norm_num at h
```

## (h) The spin in a field

Check that the two-state flip with weights 2 and 1 meets the hypotheses.

```lean
/-- The proposal on two states that always suggests the other state. -/
def twoStateFlip (x y : Bool) : ℝ := if x = y then 0 else 1
```

The flip is symmetric, its rows sum to 1, and it links both states; the weights are positive and differ. From the heavier state half of the flips are rejected.

```lean
/-- The two-state flip is a symmetric connected proposal, and the weights 2 and 1 form a
positive nonconstant target. -/
theorem twoStateFlip_witness :
    IsSymmetricProposal twoStateFlip ∧ (∀ b : Bool, (0 : ℝ) < if b then 2 else 1) ∧
    ∃ a b : Bool, (if a then (2 : ℝ) else 1) ≠ if b then 2 else 1 := by
  refine ⟨⟨?_, ?_, ?_, ?_⟩, ?_, ⟨true, false, by norm_num⟩⟩
  · intro x y; cases x <;> cases y <;> simp [twoStateFlip]
  · intro x; cases x <;> simp [twoStateFlip]
  · intro x y; cases x <;> cases y <;> simp [twoStateFlip]
  · intro x y
    by_cases h : x = y
    · subst h; exact .refl _
    · exact .rel _ _ (by simp [twoStateFlip, h])
  · intro b; cases b <;> norm_num
```

## (i) The spin in zero field

Show that a constant target allows z = −1.

Now A = 1, so P is the flip itself. The function with values 1 and −1 changes sign at each step.

```lean
/-- For a constant positive target the Metropolis kernel of the two-state flip has eigenvalue
-1, with the function that takes opposite signs on the two states. -/
theorem constant_target_periodic {c : ℝ} (hc : 0 < c) :
    IsEigenfunction (metropolis twoStateFlip (fun _ => c)) (-1)
      (fun b => if b then 1 else -1) := by
  refine ⟨fun h => ?_, fun b => ?_⟩
  · have := congrFun h true
    simp at this
  · cases b <;> simp [metropolis, accept, twoStateFlip, hc.ne']

end

end MetropolisAperiodicity
```

```lean
#print axioms MetropolisAperiodicity.metropolis_aperiodic
-- 'MetropolisAperiodicity.metropolis_aperiodic' depends on axioms: [propext, Classical.choice, Quot.sound]
#print axioms MetropolisAperiodicity.constant_target_periodic
-- 'MetropolisAperiodicity.constant_target_periodic' depends on axioms: [propext, Classical.choice, Quot.sound]
```
